# Exchange Weights between the s and p Shells of Neon

In the Hartree–Fock description of neon, the closed shells 1s, 2s and 2p interact through exchange between electrons of equal spin. The Coulomb repulsion of two electrons expands in multipoles $P_k(\cos\theta)$, where $\theta$ is the angle between their position vectors and $P_k$ is a Legendre polynomial. Summing over the orbitals of two closed shells with angular momenta $l$ and $m$ supplies the further factor $P_l(\cos\theta)P_m(\cos\theta)$, times a constant proportional to $(2l+1)(2m+1)$ that is left out of the weights below. Which multipoles survive the angular average, and with what weight?

Here $m$ is the angular momentum of the second shell, not a magnetic quantum number. With $x=\cos\theta$, write

$$\langle f\rangle=\tfrac12\int_{-1}^{1}f(x)\,dx,\qquad w(l,k,m)=\langle P_lP_kP_m\rangle .$$

The weights for neon are as follows.

| Shell pair | Nonzero weights |
|---|---|
| s–s | $w(0,0,0)=1$ |
| s–p | $w(0,1,1)=1/3$ |
| p–p | $w(1,0,1)=1/3$, $\;w(1,2,1)=2/15$ |

All other orders $k$ give zero. In atomic Hartree–Fock and hybrid-functional calculations, the exchange sum between closed s and p shells therefore stops at the quadrupole; the radial integrals and the shell factors $(2l+1)(2m+1)$ that multiply the weights are a separate matter.

## From the Rodrigues formula to the weights

Define

$$P_n(x)=\frac{1}{2^n n!}\frac{d^n}{dx^n}(x^2-1)^n .$$

Then $P_0=1$ and $P_1=\tfrac12\cdot 2x=x$. Since $(x^4-2x^2+1)''=12x^2-4$, division by 8 gives $P_2=(3x^2-1)/2$.

The average of a derivative is a boundary term, $\langle F'\rangle=(F(1)-F(-1))/2$. Let $W=(x^2-1)^n$. For $j<n$, the derivative $W^{(j)}$ still contains the factor $(x^2-1)^{n-j}$ and vanishes at $\pm1$. For any polynomial $q$ of degree below $n$, integrating by parts $n$ times gives

$$\langle W^{(n)}q\rangle=-\langle W^{(n-1)}q'\rangle=\dots=(-1)^n\langle Wq^{(n)}\rangle=0 .$$

So $P_n$ is orthogonal to every polynomial of lower degree. Because $P_lP_m$ has degree at most $l+m$, it follows that $w(l,k,m)=0$ for $k>l+m$. This is the upper bound in the triangle rule $|l-m|\le k\le l+m$, and it is what "triangle rule" refers to below. The lower bound follows from it because $w$ is symmetric in its three arguments.

There is also a parity rule. The function $(x^2-1)^n$ is even and each derivative reverses parity, so $P_n(-x)=(-1)^nP_n(x)$. If $l+k+m$ is odd, the integrand is odd and the weight vanishes.

The triangle rule disposes of $k>2$ for all three shell pairs. For the rest, $\langle1\rangle=1$, $\langle x^2\rangle=1/3$, $\langle x^4\rangle=1/5$, and odd powers average to zero:

- For $k=0$, the s–s, s–p and p–p weights are $\langle1\rangle=1$, $\langle x\rangle=0$ and $\langle x^2\rangle=1/3$.
- For $k=1$, they are $\langle x\rangle=0$, $\langle x^2\rangle=1/3$ and $\langle x^3\rangle=0$.
- For $k=2$, they are $\langle P_2\rangle=0$, $\langle xP_2\rangle=0$ and $\langle x^2P_2\rangle=\tfrac12(\tfrac35-\tfrac13)=\tfrac2{15}$.

For an interaction $\sum_kF_kP_k$ with finitely many terms, including orders 0 to 2, linearity gives

$$\Big\langle P_1^2\sum_kF_kP_k\Big\rangle=\frac{F_0}{3}+\frac{2F_2}{15}.$$

Since $\langle P_1^2\rangle=1/3$, the average normalised by this factor is $F_0+2F_2/5$.

Finally, $P_1^2=x^2=\tfrac13P_0+\tfrac23P_2$. A polynomial orthogonal to $P_0$ and $P_2$ thus has zero weight against $P_1^2$, whether or not it is orthogonal to $P_1$.

## Legendre polynomials and the angular average in Lean

```lean
import Mathlib

open scoped Polynomial
open Polynomial (X C eval derivative eval_mul eval_pow eval_smul eval_add eval_X)

namespace FockExchangeWeights

noncomputable section
```

Polynomials are elements of `ℝ[X]`, and `eval x f` is the value of `f` at `x`. The Rodrigues formula serves as the definition for every natural number `n`, with `derivative^[n]` denoting the $n$-fold derivative.

```lean
/-- The Legendre polynomial of order `n`, given by the Rodrigues formula. -/
def legendreP (n : ℕ) : ℝ[X] :=
  ((2 ^ n * (n.factorial : ℝ))⁻¹) • derivative^[n] ((X ^ 2 - 1) ^ n)
```

The average is an actual integral, packaged as a linear map so that sums and real factors can be taken outside it.

```lean
/-- The angular average of a polynomial in `x = cos θ`: half its integral over `[-1, 1]`. -/
def angularMean : ℝ[X] →ₗ[ℝ] ℝ where
  toFun f := 1 / 2 * ∫ x in (-1 : ℝ)..1, eval x f
  map_add' f g := by
    simp only [eval_add]
    rw [intervalIntegral.integral_add (f.continuous.intervalIntegrable _ _)
      (g.continuous.intervalIntegrable _ _)]
    ring
  map_smul' c f := by
    simp only [eval_smul, smul_eq_mul, RingHom.id_apply, intervalIntegral.integral_const_mul]
    ring
```

The weight takes its arguments in the order shell, multipole, shell. The reduction of the exchange energy to this angular average, by summing over the orbitals of each shell, is the physical input behind the definition and is not derived in Lean.

```lean
/-- The exchange weight of the multipole of order `k` between closed shells of angular
momenta `l` and `m`: the angular average of `P_l P_k P_m`. -/
def exchangeWeight (l k m : ℕ) : ℝ :=
  angularMean (legendreP l * legendreP k * legendreP m)
```

## Averages of low-degree polynomials

The boundary formula is the fundamental theorem of calculus.

```lean
/-- The angular average of a derivative is half the difference of the boundary values. -/
theorem angularMean_derivative (F : ℝ[X]) :
    angularMean (derivative F) = (eval 1 F - eval (-1) F) / 2 := by
  change 1 / 2 * ∫ x in (-1 : ℝ)..1, eval x (derivative F) = _
  rw [intervalIntegral.integral_eq_sub_of_hasDerivAt (fun x _ => F.hasDerivAt x)
    ((derivative F).continuous.intervalIntegrable _ _)]
  ring
```

Applied to an explicit antiderivative, it averages any polynomial of degree at most four from its coefficients.

```lean
/-- The angular average of `a + b x + c x² + d x³ + e x⁴` is `a + c/3 + e/5`. -/
theorem angularMean_quartic {f : ℝ[X]} {v : ℝ} (a b c d e : ℝ)
    (hf : ∀ x, eval x f = a + b * x + c * x ^ 2 + d * x ^ 3 + e * x ^ 4)
    (hv : a + c / 3 + e / 5 = v) : angularMean f = v := by
  -- an explicit antiderivative
  have h : f = derivative (C a * X + C (b / 2) * X ^ 2 + C (c / 3) * X ^ 3
      + C (d / 4) * X ^ 4 + C (e / 5) * X ^ 5) := by
    refine Polynomial.funext fun x => ?_
    rw [hf]
    simp
    ring
  rw [h, angularMean_derivative, ← hv]
  simp only [eval_add, eval_mul, eval_pow, eval_X, Polynomial.eval_C]
  ring
```

The next theorem recovers the familiar forms of $P_0$, $P_1$ and $P_2$ by differentiating.

```lean
/-- The first three Legendre polynomials are `1`, `x` and `(3x² - 1)/2`. -/
theorem legendreP_low (x : ℝ) : eval x (legendreP 0) = 1 ∧ eval x (legendreP 1) = x ∧
    eval x (legendreP 2) = (3 * x ^ 2 - 1) / 2 := by
  have h1 : legendreP 1 = ((2 ^ 1 * (Nat.factorial 1 : ℝ))⁻¹) •
      derivative ((X ^ 2 - 1) ^ 1) := rfl
  have h2 : legendreP 2 = ((2 ^ 2 * (Nat.factorial 2 : ℝ))⁻¹) •
      derivative (derivative ((X ^ 2 - 1) ^ 2)) := rfl
  refine ⟨by simp [legendreP], ?_, ?_⟩
  · simp [h1]
    ring
  · simp [h2, Polynomial.derivative_pow, Nat.factorial]
    ring
```

## Orthogonality and the selection rules

The inner statement `key` is the repeated integration by parts, for a general polynomial `W` whose derivatives of order below `n` vanish at both endpoints. Its induction moves one derivative onto `q` at each step. The remaining lines check the endpoint condition for $(x^2-1)^n$ by extracting the surviving factor.

```lean
/-- The Legendre polynomial of order `n` is orthogonal on `[-1, 1]` to every polynomial of
degree below `n`. -/
theorem legendreP_orthogonal (n : ℕ) (q : ℝ[X]) (hq : q.natDegree < n) :
    angularMean (legendreP n * q) = 0 := by
  -- repeated integration by parts, with vanishing boundary terms
  have key : ∀ (n : ℕ) (W q : ℝ[X]),
      (∀ j < n, eval 1 (derivative^[j] W) = 0 ∧ eval (-1) (derivative^[j] W) = 0) →
      derivative^[n] q = 0 → angularMean (derivative^[n] W * q) = 0 := by
    intro n
    induction n with
    | zero =>
      intro W q _ hq
      simp only [Function.iterate_zero, id_eq] at hq
      rw [hq, mul_zero, map_zero]
    | succ n ih =>
      intro W q hW hq
      rw [Function.iterate_succ_apply] at hq
      have h1 := ih W (derivative q) (fun j hj => hW j (by omega)) hq
      have h2 := angularMean_derivative (derivative^[n] W * q)
      rw [Polynomial.derivative_mul, map_add, h1, eval_mul, eval_mul,
        (hW n (by omega)).1, (hW n (by omega)).2] at h2
      rw [Function.iterate_succ_apply']
      linarith
  rw [legendreP, smul_mul_assoc, map_smul, key n _ q ?_
    (Polynomial.iterate_derivative_eq_zero hq), smul_zero]
  -- fewer than n derivatives leave a factor x² - 1
  intro j hj
  obtain ⟨r, hr⟩ := Polynomial.pow_sub_dvd_iterate_derivative_pow (X ^ 2 - 1 : ℝ[X]) n j
  have h0 : n - j ≠ 0 := by omega
  constructor
  · rw [hr, eval_mul, eval_pow, show eval 1 (X ^ 2 - 1 : ℝ[X]) = 0 by simp,
      zero_pow h0, zero_mul]
  · rw [hr, eval_mul, eval_pow, show eval (-1) (X ^ 2 - 1 : ℝ[X]) = 0 by simp,
      zero_pow h0, zero_mul]
```

Reflection is expressed as composition with `-X`. Here `key` counts one sign per derivative, and the evenness of $(x^2-1)^n$ completes the argument.

```lean
/-- Under reflection `x → -x` the Legendre polynomial of order `n` gains the sign `(-1)^n`. -/
theorem legendreP_neg (n : ℕ) (x : ℝ) :
    eval (-x) (legendreP n) = (-1) ^ n * eval x (legendreP n) := by
  -- each derivative contributes one sign
  have key : ∀ (n : ℕ) (p : ℝ[X]), (derivative^[n] p).comp (-X) =
      (-1) ^ n * derivative^[n] (p.comp (-X)) := by
    intro n
    induction n with
    | zero => intro p; simp
    | succ n ih =>
      intro p
      have hd : derivative (p.comp (-X)) = -((derivative p).comp (-X)) := by
        simp [Polynomial.derivative_comp]
      rw [Function.iterate_succ_apply, ih, Function.iterate_succ_apply, hd,
        Polynomial.iterate_derivative_neg, pow_succ]
      ring
  have h := congrArg (eval x) (key n ((X ^ 2 - 1) ^ n))
  rw [show ((X ^ 2 - 1 : ℝ[X]) ^ n).comp (-X) = (X ^ 2 - 1) ^ n by simp] at h
  simp only [Polynomial.eval_comp, Polynomial.eval_neg, eval_X, eval_mul, eval_pow,
    Polynomial.eval_one] at h
  rw [legendreP, eval_smul, eval_smul, h]
  simp only [smul_eq_mul]
  ring
```

For the triangle rule, `deg` bounds the degree of $P_n$ by $n$; orthogonality is then applied to the product $P_lP_m$.

```lean
/-- Upper bound of the triangle rule: multipoles of order `k > l + m` do not contribute to exchange
between shells `l` and `m`. -/
theorem triangle_rule (l k m : ℕ) (h : l + m < k) : exchangeWeight l k m = 0 := by
  have deg : ∀ n, (legendreP n).natDegree ≤ n := by
    intro n
    have h1 : (X ^ 2 - 1 : ℝ[X]).natDegree ≤ 2 := by compute_degree
    have h2 := Polynomial.natDegree_pow_le_of_le n h1
    have h3 := Polynomial.natDegree_iterate_derivative ((X ^ 2 - 1 : ℝ[X]) ^ n) n
    have h4 : (legendreP n).natDegree ≤ _ := Polynomial.natDegree_smul_le _ _
    omega
  have hm := Polynomial.natDegree_mul_le (p := legendreP l) (q := legendreP m)
  have hl := deg l
  have hm' := deg m
  rw [exchangeWeight, mul_comm (legendreP l), mul_assoc]
  exact legendreP_orthogonal k _ (by omega)
```

For the parity rule, the substitution $x\to-x$ shows that the integral equals its own negative.

```lean
/-- Parity rule: the exchange weight vanishes when `l + k + m` is odd. -/
theorem parity_rule (l k m : ℕ) (h : Odd (l + k + m)) : exchangeWeight l k m = 0 := by
  have hs : (-1 : ℝ) ^ l * (-1) ^ k * (-1) ^ m = -1 := by
    rw [← pow_add, ← pow_add]
    exact h.neg_one_pow
  have h1 : ∀ x : ℝ, eval (-x) (legendreP l * legendreP k * legendreP m) =
      -eval x (legendreP l * legendreP k * legendreP m) := by
    intro x
    simp only [eval_mul, legendreP_neg]
    linear_combination
      (eval x (legendreP l) * eval x (legendreP k) * eval x (legendreP m)) * hs
  have h2 := intervalIntegral.integral_comp_neg (a := (-1 : ℝ)) (b := 1)
    (fun x : ℝ => eval x (legendreP l * legendreP k * legendreP m))
  simp only [h1, intervalIntegral.integral_neg, neg_neg] at h2
  change 1 / 2 * ∫ x in (-1 : ℝ)..1, eval x (legendreP l * legendreP k * legendreP m) = 0
  linarith
```

## The neon table and two consequences

The theorem states all three rows of the table for an arbitrary `k`. Its proof splits into $k=0,1,2$ and $k>2$. The first three cases supply the coefficients of each product to `angularMean_quartic`, and the last uses the triangle rule. The parity rule is a separate result that this proof does not need.

```lean
/-- The exchange weights of neon at every multipole order `k`, for the shell pairs
s-s, s-p and p-p. -/
theorem neon_exchange_weights (k : ℕ) :
    exchangeWeight 0 k 0 = (if k = 0 then 1 else 0) ∧
    exchangeWeight 0 k 1 = (if k = 1 then 1 / 3 else 0) ∧
    exchangeWeight 1 k 1 = (if k = 0 then 1 / 3 else if k = 2 then 2 / 15 else 0) := by
  have hk : k = 0 ∨ k = 1 ∨ k = 2 ∨ 2 < k := by omega
  rcases hk with rfl | rfl | rfl | hk
  -- low orders: read off the coefficients of the product, then average
  · unfold exchangeWeight
    refine ⟨angularMean_quartic 1 0 0 0 0 ?_ ?_, angularMean_quartic 0 1 0 0 0 ?_ ?_,
      angularMean_quartic 0 0 1 0 0 ?_ ?_⟩ <;>
    first
    | (intro x; simp only [eval_mul, legendreP_low]; ring)
    | norm_num
  · unfold exchangeWeight
    refine ⟨angularMean_quartic 0 1 0 0 0 ?_ ?_, angularMean_quartic 0 0 1 0 0 ?_ ?_,
      angularMean_quartic 0 0 0 1 0 ?_ ?_⟩ <;>
    first
    | (intro x; simp only [eval_mul, legendreP_low]; ring)
    | norm_num
  · unfold exchangeWeight
    refine ⟨angularMean_quartic (-1 / 2) 0 (3 / 2) 0 0 ?_ ?_,
      angularMean_quartic 0 (-1 / 2) 0 (3 / 2) 0 ?_ ?_,
      angularMean_quartic 0 0 (-1 / 2) 0 (3 / 2) ?_ ?_⟩ <;>
    first
    | (intro x; simp only [eval_mul, legendreP_low]; ring)
    | norm_num
  -- high orders: the triangle rule
  · have h0 : k ≠ 0 := by omega
    have h1 : k ≠ 1 := by omega
    have h2 : k ≠ 2 := by omega
    rw [triangle_rule 0 k 0 (by omega), triangle_rule 0 k 1 (by omega),
      triangle_rule 1 k 1 (by omega), if_neg h0, if_neg h1, if_neg h0, if_neg h2]
    exact ⟨rfl, rfl, rfl⟩
```

In the next statement the numbers `F k` are arbitrary. For the Coulomb repulsion at fixed radii, in atomic units, they would be $F_k=r_<^k/r_>^{k+1}$, with $r_<$ and $r_>$ the smaller and larger radius. The sum runs over orders $0$ to $N+2$, so the theorem treats a truncated expansion and not the infinite series. The proof turns the average into a sum of weights, removes orders three and above, and evaluates the other three terms from the table.

```lean
/-- For an interaction with multipole components `F k` up to any finite order of at least
two, the p-p exchange average is `F 0 / 3 + 2 F 2 / 15`. -/
theorem p_shell_exchange (F : ℕ → ℝ) (N : ℕ) :
    angularMean (legendreP 1 ^ 2 * ∑ k ∈ Finset.range (N + 3), F k • legendreP k) =
      F 0 / 3 + 2 * F 2 / 15 := by
  have h : angularMean (legendreP 1 ^ 2 * ∑ k ∈ Finset.range (N + 3), F k • legendreP k) =
      ∑ k ∈ Finset.range (N + 3), F k * exchangeWeight 1 k 1 := by
    rw [Finset.mul_sum, map_sum]
    refine Finset.sum_congr rfl fun k _ => ?_
    have hp : legendreP 1 ^ 2 * (F k • legendreP k) =
        F k • (legendreP 1 * legendreP k * legendreP 1) := by
      rw [mul_smul_comm, sq, mul_right_comm]
    rw [hp, map_smul, smul_eq_mul, exchangeWeight]
  -- orders three and above drop out by the triangle rule
  have hz : ∑ k ∈ Finset.range N, F (k + 1 + 1 + 1) * exchangeWeight 1 (k + 1 + 1 + 1) 1 = 0 := by
    refine Finset.sum_eq_zero fun k _ => ?_
    rw [triangle_rule 1 (k + 1 + 1 + 1) 1 (by omega), mul_zero]
  rw [h, Finset.sum_range_succ' _ (N + 2), Finset.sum_range_succ' _ (N + 1),
    Finset.sum_range_succ' _ N, hz]
  simp only [(neon_exchange_weights _).2.2]
  norm_num
  ring
```

The last theorem encodes orthogonality as two vanishing averages. Its proof inserts the decomposition of $x^2$ into $P_0$ and $P_2$ and uses linearity.

```lean
/-- A polynomial orthogonal to `P_0` and `P_2` has zero weight against `P_1²`. -/
theorem orthogonal_zero_weight (q : ℝ[X]) (h0 : angularMean (legendreP 0 * q) = 0)
    (h2 : angularMean (legendreP 2 * q) = 0) : angularMean (legendreP 1 ^ 2 * q) = 0 := by
  -- x² = P₀/3 + 2P₂/3
  have h : legendreP 1 ^ 2 * q =
      (1 / 3 : ℝ) • (legendreP 0 * q) + (2 / 3 : ℝ) • (legendreP 2 * q) := by
    refine Polynomial.funext fun x => ?_
    simp only [eval_mul, eval_pow, eval_add, eval_smul, smul_eq_mul, legendreP_low]
    ring
  rw [h, map_add, map_smul, map_smul, h0, h2, smul_zero, smul_zero, add_zero]

end

end FockExchangeWeights
```

```lean
#print axioms FockExchangeWeights.parity_rule
#print axioms FockExchangeWeights.neon_exchange_weights
#print axioms FockExchangeWeights.p_shell_exchange
#print axioms FockExchangeWeights.orthogonal_zero_weight
```

```
'FockExchangeWeights.parity_rule' depends on axioms: [propext, Classical.choice, Quot.sound]
'FockExchangeWeights.neon_exchange_weights' depends on axioms: [propext, Classical.choice, Quot.sound]
'FockExchangeWeights.p_shell_exchange' depends on axioms: [propext, Classical.choice, Quot.sound]
'FockExchangeWeights.orthogonal_zero_weight' depends on axioms: [propext, Classical.choice, Quot.sound]
```
